# Brown–Ravenhall degeneracy: two noninteracting free Dirac electrons reach every real energy at arbitrarily large momenta

## Projecting onto positive energies

In a no-pair calculation on a many-electron atom, the electron–electron interaction is placed between projectors onto positive-energy one-electron states. What the projectors remove is already visible for two free electrons without interaction. If one electron has a large positive energy and the other a large negative one, their sum can take any real value, including values where a bound state would be expected.

The name Brown–Ravenhall is usually attached to an atom, whose two-electron bound levels lie in such a continuum even without interaction; an interaction without projectors couples the two, and the bound states can dissolve into the continuum. The model here has neither a nucleus nor an interaction, and it shows only the degeneracy of the unperturbed energies.

## The matrices and the claims about them

Units are $\hbar=m=c=1$. Energies include the rest energy, so an electron at rest has energy $\pm1$. A momentum $p=(p_0,p_1,p_2)$ is a real Euclidean 3-vector (`Momentum`), with components numbered from 0 as in Lean. The free Dirac matrix `dirac p` is $H(p)=\alpha\cdot p+\beta$ in the standard representation, and `energy p` is $\varepsilon(p)=\sqrt{1+|p|^2}$.

`IsEigenvalue A s` says that some nonzero complex vector $v$ satisfies $Av=sv$. The two-electron matrix `twoElectron p q` is $H(p)\otimes I+I\otimes H(q)$, of size $16\times16$.

The theorems state:

- `dirac_sq`: $H(p)^2=(1+|p|^2)I$.
- `dirac_eigenvalue_iff`: a complex number $s$ is an eigenvalue of $H(p)$ exactly when $s^2=1+|p|^2$. By `dirac_energies`, both $\pm\varepsilon(p)$ occur.
- `twoElectron_eigenvalue_iff`: the two-electron eigenvalues are exactly the sums of an eigenvalue of $H(p)$ and one of $H(q)$.
- `brown_ravenhall`: for all real $E$ and $M$ there are $p,q$ with $|p|>M$, $|q|>M$ and $E=\varepsilon(p)-\varepsilon(q)$, and $E$ is an eigenvalue of the two-electron matrix.

Since $M$ is arbitrary, each $E$ belongs to infinitely many pairs of momenta. The momenta are fixed labels of finite matrices, so the spectrum of a differential operator is not treated. Antisymmetry is not imposed, and the total momentum $p+q$ is not prescribed.

## One electron: the square and the spinors

In $2\times2$ blocks,
$$H(p)=\begin{pmatrix}I&S\\S&-I\end{pmatrix},\qquad S=\begin{pmatrix}p_2&p_0-ip_1\\p_0+ip_1&-p_2\end{pmatrix}.$$
The diagonal entries of $S^2$ are $p_2^2+(p_0-ip_1)(p_0+ip_1)=|p|^2$, and the off-diagonal entries cancel. In $H(p)^2$ the diagonal blocks are $I+S^2$ and the off-diagonal blocks are $S-S=0$, which gives $(1+|p|^2)I$.

If $H(p)v=sv$ with $v\ne0$, applying $H(p)$ again gives $s^2v=(1+|p|^2)v$, hence $s^2=1+|p|^2$.

Conversely, let $s^2=1+|p|^2$; then $s$ is real. If $s\neq-1$, take
$$u=(1+s,\;0,\;p_2,\;p_0+ip_1).$$
The first component of $H(p)u$ is $1+s+|p|^2=s+s^2=s(1+s)$. The second is $(p_0+ip_1)p_2-p_2(p_0+ip_1)=0$. The third is $p_2(1+s)-p_2=sp_2$, and the fourth is likewise $s(p_0+ip_1)$. So $H(p)u=su$. Since $|u|^2=(1+s)^2+|p|^2=2s(s+1)$, the normalised spinor is $u/\sqrt{2s(s+1)}$.

If $s=-1$, then $p=0$ and $H(0)=\beta$. The spinor $(p_2,p_0+ip_1,s-1,0)$ becomes $(0,0,-2,0)$, an eigenvector with eigenvalue $-1$; normalised, it is $(0,0,-1,0)$.

## Two electrons: splitting the energy

Write $A=H(p)\otimes I$, $B=I\otimes H(q)$ and $a=\varepsilon(p)$. Then $A^2=a^2I$, $B^2=(1+|q|^2)I$ and $AB=BA$.

If $H(p)u=su$ and $H(q)v=tv$, then $(A+B)(u\otimes v)=(s+t)\,u\otimes v$, and $u\otimes v\neq0$ when both factors are nonzero.

For the converse, let $(A+B)v=Ev$ with $v\neq0$, so $Bv=Ev-Av$. Set $w=Av+av$.

- If $w=0$, then $Av=-av$ and $Bv=(E+a)v$. Hence $(E+a)^2=1+|q|^2$, so $E+a$ is an eigenvalue of $H(q)$, and $E=-a+(E+a)$.
- If $w\neq0$, then $Aw=a^2v+aAv=aw$, and
$$Bw=A(Ev-Av)+a(Ev-Av)=Ew-a^2v-aAv=(E-a)w.$$
Hence $E-a$ is an eigenvalue of $H(q)$, and $E=a+(E-a)$.

## Two large energies with a given difference

Any energy $e\geq|M|+2$ belongs to a momentum of norm $\sqrt{e^2-1}$. This norm exceeds $M$, because $e^2-1\geq M^2+4|M|+3>M^2$.

Choose $\varepsilon(q)=|E|+|M|+2$ and $\varepsilon(p)=|E|+|M|+2+E$. Both are at least $|M|+2$, and their difference is $E$. The first electron takes $+\varepsilon(p)$ and the second $-\varepsilon(q)$.

## The Lean file

```lean
import Mathlib

open Matrix
open scoped Kronecker

namespace BrownRavenhall

noncomputable section

/-- Momentum vectors in three-dimensional Euclidean space. -/
abbrev Momentum := EuclideanSpace ℝ (Fin 3)

/-- The three Dirac matrices `α` in the standard representation. -/
def alpha : Fin 3 → Matrix (Fin 4) (Fin 4) ℂ :=
  ![!![0, 0, 0, 1; 0, 0, 1, 0; 0, 1, 0, 0; 1, 0, 0, 0],
    !![0, 0, 0, -Complex.I; 0, 0, Complex.I, 0; 0, -Complex.I, 0, 0; Complex.I, 0, 0, 0],
    !![0, 0, 1, 0; 0, 0, 0, -1; 1, 0, 0, 0; 0, -1, 0, 0]]

/-- The Dirac matrix `β` in the standard representation. -/
def beta : Matrix (Fin 4) (Fin 4) ℂ :=
  !![1, 0, 0, 0; 0, 1, 0, 0; 0, 0, -1, 0; 0, 0, 0, -1]

/-- The free Dirac matrix `H(p) = α·p + β`, in units where `ħ = m = c = 1`. -/
def dirac (p : Momentum) : Matrix (Fin 4) (Fin 4) ℂ :=
  ∑ k, (p k : ℂ) • alpha k + beta

/-- The relativistic energy `√(1 + |p|²)`. -/
def energy (p : Momentum) : ℝ := √(1 + ‖p‖ ^ 2)

/-- The number `s` is an eigenvalue of `A`: some nonzero vector `v` satisfies `A v = s v`. -/
def IsEigenvalue {n : Type*} [Fintype n] (A : Matrix n n ℂ) (s : ℂ) : Prop :=
  ∃ v : n → ℂ, v ≠ 0 ∧ A *ᵥ v = s • v

/-- Two free Dirac electrons without interaction: `H(p) ⊗ I + I ⊗ H(q)`. -/
def twoElectron (p q : Momentum) : Matrix (Fin 4 × Fin 4) (Fin 4 × Fin 4) ℂ :=
  dirac p ⊗ₖ 1 + 1 ⊗ₖ dirac q

/-- The free Dirac matrix written out entry by entry. -/
theorem dirac_eq (p : Momentum) : dirac p =
    !![1, 0, (p 2 : ℂ), p 0 - Complex.I * p 1;
       0, 1, p 0 + Complex.I * p 1, -(p 2 : ℂ);
       (p 2 : ℂ), p 0 - Complex.I * p 1, -1, 0;
       p 0 + Complex.I * p 1, -(p 2 : ℂ), 0, -1] := by
  ext i j
  fin_cases i <;> fin_cases j <;>
    simp [dirac, alpha, beta, Fin.sum_univ_three] <;> ring

private lemma norm_sq_coords (p : Momentum) :
    (‖p‖ : ℂ) ^ 2 = (p 0 : ℂ) ^ 2 + (p 1 : ℂ) ^ 2 + (p 2 : ℂ) ^ 2 := by
  have h := EuclideanSpace.norm_sq_eq p
  simp only [Fin.sum_univ_three, Real.norm_eq_abs, sq_abs] at h
  exact_mod_cast h

/-- The square of the free Dirac matrix is `(1 + |p|²) I`. -/
theorem dirac_sq (p : Momentum) :
    dirac p ^ 2 = (1 + (‖p‖ : ℂ) ^ 2) • (1 : Matrix (Fin 4) (Fin 4) ℂ) := by
  rw [sq (dirac p), norm_sq_coords, dirac_eq]
  ext i j
  fin_cases i <;> fin_cases j <;>
    simp [Matrix.mul_apply, Fin.sum_univ_succ] <;>
    first
      | ring1
      | linear_combination (-(p 1 : ℂ) ^ 2) * Complex.I_sq

private lemma sq_of_eigen {n : Type*} [Fintype n] [DecidableEq n] {A : Matrix n n ℂ}
    {c s : ℂ} {v : n → ℂ} (hA : A * A = c • (1 : Matrix n n ℂ)) (hv : v ≠ 0)
    (h : A *ᵥ v = s • v) : s ^ 2 = c := by
  have h2 : (A * A) *ᵥ v = (s * s) • v := by
    rw [← Matrix.mulVec_mulVec, h, Matrix.mulVec_smul, h, smul_smul]
  rw [hA, Matrix.smul_mulVec, Matrix.one_mulVec] at h2
  rw [sq]
  exact (smul_left_injective ℂ hv h2).symm

/-- A number `s` is an eigenvalue of the free Dirac matrix exactly when `s² = 1 + |p|²`. -/
theorem dirac_eigenvalue_iff (p : Momentum) (s : ℂ) :
    IsEigenvalue (dirac p) s ↔ s ^ 2 = 1 + (‖p‖ : ℂ) ^ 2 := by
  constructor
  · rintro ⟨v, hv, h⟩
    exact sq_of_eigen ((sq (dirac p)).symm.trans (dirac_sq p)) hv h
  · intro h
    rw [norm_sq_coords] at h
    by_cases hs : s = -1
    · -- here the spinor built on the lower components is nonzero
      refine ⟨![(p 2 : ℂ), p 0 + Complex.I * p 1, s - 1, 0], ?_, ?_⟩
      · intro h0
        have h2 : s - 1 = 0 := congrFun h0 2
        rw [hs] at h2
        norm_num at h2
      · rw [dirac_eq]
        ext i
        fin_cases i <;> simp [Matrix.mulVec, dotProduct, Fin.sum_univ_succ] <;>
          first
            | ring1
            | linear_combination -h - (p 1 : ℂ) ^ 2 * Complex.I_sq
    · -- otherwise the spinor built on the upper components is nonzero
      refine ⟨![1 + s, 0, (p 2 : ℂ), p 0 + Complex.I * p 1], ?_, ?_⟩
      · intro h0
        have h2 : 1 + s = 0 := congrFun h0 0
        exact hs (by linear_combination h2)
      · rw [dirac_eq]
        ext i
        fin_cases i <;> simp [Matrix.mulVec, dotProduct, Fin.sum_univ_succ] <;>
          first
            | ring1
            | linear_combination -h - (p 1 : ℂ) ^ 2 * Complex.I_sq

private lemma energy_sq (p : Momentum) : (energy p : ℂ) ^ 2 = 1 + (‖p‖ : ℂ) ^ 2 := by
  have h : energy p ^ 2 = 1 + ‖p‖ ^ 2 := Real.sq_sqrt (by positivity)
  exact_mod_cast h

/-- Both `√(1 + |p|²)` and `-√(1 + |p|²)` are eigenvalues of the free Dirac matrix. -/
theorem dirac_energies (p : Momentum) :
    IsEigenvalue (dirac p) (energy p) ∧ IsEigenvalue (dirac p) (-(energy p : ℂ)) := by
  simp only [dirac_eigenvalue_iff, neg_sq, energy_sq, and_self]

private lemma kron_left (A : Matrix (Fin 4) (Fin 4) ℂ) (u v : Fin 4 → ℂ) :
    (A ⊗ₖ (1 : Matrix (Fin 4) (Fin 4) ℂ)) *ᵥ (fun x => u x.1 * v x.2) =
      fun x => (A *ᵥ u) x.1 * v x.2 := by
  ext ⟨i, j⟩
  simp [Matrix.mulVec, dotProduct, Fintype.sum_prod_type, Matrix.one_apply,
    Finset.sum_mul, mul_assoc]

private lemma kron_right (B : Matrix (Fin 4) (Fin 4) ℂ) (u v : Fin 4 → ℂ) :
    ((1 : Matrix (Fin 4) (Fin 4) ℂ) ⊗ₖ B) *ᵥ (fun x => u x.1 * v x.2) =
      fun x => u x.1 * (B *ᵥ v) x.2 := by
  ext ⟨i, j⟩
  simp [Matrix.mulVec, dotProduct, Fintype.sum_prod_type_right, Matrix.one_apply,
    Finset.mul_sum, mul_left_comm]

/-- The eigenvalues of two noninteracting Dirac electrons are exactly the sums of an
eigenvalue of `H(p)` and an eigenvalue of `H(q)`. -/
theorem twoElectron_eigenvalue_iff (p q : Momentum) (E : ℂ) :
    IsEigenvalue (twoElectron p q) E ↔
      ∃ s t, IsEigenvalue (dirac p) s ∧ IsEigenvalue (dirac q) t ∧ E = s + t := by
  constructor
  · rintro ⟨v, hv, h⟩
    have hp := dirac_sq p
    have hq := dirac_sq q
    rw [sq (dirac p), ← energy_sq] at hp
    rw [sq (dirac q)] at hq
    unfold twoElectron at h
    have hAA : (dirac p ⊗ₖ (1 : Matrix (Fin 4) (Fin 4) ℂ)) * (dirac p ⊗ₖ 1) =
        ((energy p : ℂ) ^ 2) • 1 := by
      rw [← Matrix.mul_kronecker_mul, one_mul, hp, Matrix.smul_kronecker,
        Matrix.one_kronecker_one]
    have hBB : ((1 : Matrix (Fin 4) (Fin 4) ℂ) ⊗ₖ dirac q) * (1 ⊗ₖ dirac q) =
        (1 + (‖q‖ : ℂ) ^ 2) • 1 := by
      rw [← Matrix.mul_kronecker_mul, one_mul, hq, Matrix.kronecker_smul,
        Matrix.one_kronecker_one]
    have hAB : ((1 : Matrix (Fin 4) (Fin 4) ℂ) ⊗ₖ dirac q) * (dirac p ⊗ₖ 1) =
        (dirac p ⊗ₖ 1) * (1 ⊗ₖ dirac q) := by
      simp only [← Matrix.mul_kronecker_mul, one_mul, mul_one]
    generalize dirac p ⊗ₖ (1 : Matrix (Fin 4) (Fin 4) ℂ) = A at h hAA hAB
    generalize (1 : Matrix (Fin 4) (Fin 4) ℂ) ⊗ₖ dirac q = B at h hBB hAB
    have hBv : B *ᵥ v = E • v - A *ᵥ v := by
      rw [← h, Matrix.add_mulVec]
      abel
    by_cases hu : A *ᵥ v + (energy p : ℂ) • v = 0
    · -- the first electron has negative energy
      refine ⟨-(energy p : ℂ), E + energy p, (dirac_energies p).2, ?_, by ring⟩
      rw [dirac_eigenvalue_iff]
      refine sq_of_eigen hBB hv ?_
      rw [hBv, eq_neg_of_add_eq_zero_left hu]
      module
    · -- the projected vector is a common eigenvector, with positive first energy
      refine ⟨(energy p : ℂ), E - energy p, (dirac_energies p).1, ?_, by ring⟩
      rw [dirac_eigenvalue_iff]
      refine sq_of_eigen hBB hu ?_
      rw [Matrix.mulVec_add, Matrix.mulVec_smul, Matrix.mulVec_mulVec, hAB,
        ← Matrix.mulVec_mulVec, hBv, Matrix.mulVec_sub, Matrix.mulVec_smul,
        Matrix.mulVec_mulVec, hAA, Matrix.smul_mulVec, Matrix.one_mulVec]
      module
  · rintro ⟨s, t, ⟨u, hu, hs⟩, ⟨v, hv, ht⟩, rfl⟩
    obtain ⟨i, hi⟩ := Function.ne_iff.mp hu
    obtain ⟨j, hj⟩ := Function.ne_iff.mp hv
    refine ⟨fun x => u x.1 * v x.2, ?_, ?_⟩
    · intro h0
      exact mul_ne_zero hi hj (congrFun h0 (i, j))
    · rw [twoElectron, Matrix.add_mulVec, kron_left, kron_right, hs, ht]
      ext x
      simp only [Pi.add_apply, Pi.smul_apply, smul_eq_mul]
      ring

private lemma exists_energy (a M : ℝ) (h : |M| + 2 ≤ a) :
    ∃ p : Momentum, M < ‖p‖ ∧ energy p = a := by
  obtain ⟨p, hp⟩ := exists_norm_eq Momentum (Real.sqrt_nonneg (a ^ 2 - 1))
  have hM := abs_nonneg M
  have h2 : M ^ 2 < a ^ 2 - 1 := by
    nlinarith [sq_abs M, mul_self_le_mul_self (by positivity : 0 ≤ |M| + 2) h]
  refine ⟨p, ?_, ?_⟩
  · rw [hp]
    exact Real.lt_sqrt_of_sq_lt h2
  · rw [energy, hp, Real.sq_sqrt (by nlinarith [sq_nonneg M]),
      show 1 + (a ^ 2 - 1) = a ^ 2 by ring, Real.sqrt_sq (by linarith)]

/-- Brown-Ravenhall degeneracy: every real `E` is an eigenvalue of two noninteracting Dirac
electrons with momenta above any bound `M`, and `E = √(1 + |p|²) - √(1 + |q|²)`. -/
theorem brown_ravenhall (E M : ℝ) :
    ∃ p q : Momentum, M < ‖p‖ ∧ M < ‖q‖ ∧ E = energy p - energy q ∧
      IsEigenvalue (twoElectron p q) E := by
  -- two large energies whose difference is E
  obtain ⟨p, hpM, hp⟩ := exists_energy (|E| + |M| + 2 + E) M (by linarith [neg_abs_le E])
  obtain ⟨q, hqM, hq⟩ := exists_energy (|E| + |M| + 2) M (by linarith [abs_nonneg E])
  have hE : E = energy p - energy q := by rw [hp, hq]; ring
  refine ⟨p, q, hpM, hqM, hE, ?_⟩
  rw [twoElectron_eigenvalue_iff]
  refine ⟨energy p, -(energy q : ℂ), (dirac_energies p).1, (dirac_energies q).2, ?_⟩
  rw [← sub_eq_add_neg]
  exact_mod_cast hE

end

end BrownRavenhall
```

```lean
#print axioms BrownRavenhall.brown_ravenhall
```

```
'BrownRavenhall.brown_ravenhall' depends on axioms: [propext, Classical.choice, Quot.sound]
```

## From the hand calculation to the Lean proof

`dirac_eq` writes out the matrix and `norm_sq_coords` expands $|p|^2$ in components. `dirac_sq` then checks the sixteen entries of the square one by one, with `linear_combination` supplying $i^2=-1$ where it is needed.

`sq_of_eigen` is the step of applying a matrix twice to its eigenvector. It serves the one-electron theorem and both cases of the two-electron converse. In `dirac_eigenvalue_iff`, the split on `s = -1` selects one of the two spinors, and their components are checked as above. `energy_sq` turns this criterion into `dirac_energies`.

`kron_left` and `kron_right` compute the action of the two terms on a product vector. In the converse, `hAA`, `hBB` and `hAB` record the two squares and the commutation. The `generalize` lines then replace the Kronecker products by plain matrices `A` and `B`, so only these relations are used. The split on `hu` asks whether $w$ vanishes. Lean needs only the equation for $Bw$, since $a$ is already known to be an eigenvalue of $H(p)$.

`exists_energy` finds a momentum for a given large energy: `exists_norm_eq` provides a vector of the required norm, and `nlinarith` proves the bound. `brown_ravenhall` applies it twice and passes the energies $\varepsilon(p)$ and $-\varepsilon(q)$ to `twoElectron_eigenvalue_iff`.
